# The local energy of \(e^{-Zr_1-Zr_2+r_{12}/2}\) for a helium-like ion varies by at most \(Z\) hartree away from coalescences

When an electron in a helium-like ion approaches the nucleus or the other electron, the Coulomb energy diverges, and the local energy \(H\psi/\psi\) of a trial function \(\psi\) stays bounded only if its kinetic part compensates. In atomic units, for nuclear charge \(Z>0\), electron–nucleus distances \(r_1,r_2\) and electron separation \(r_{12}\), the function \(\psi=e^{-Zr_1-Zr_2+r_{12}/2}\) achieves this, with explicit bounds at all positions off the coalescences.

In Lean 4 with Mathlib:

```lean
import Mathlib

open Filter Topology

namespace HeliumLocalEnergy

noncomputable section

/-- The position space of one electron. -/
abbrev E3 := EuclideanSpace ℝ (Fin 3)

/-- The Laplacian: the sum of the second derivatives along the three coordinate axes. -/
def lap (f : E3 → ℝ) (x : E3) : ℝ :=
  ∑ i : Fin 3, deriv (deriv (fun t : ℝ => f (x + t • EuclideanSpace.single i (1 : ℝ)))) 0

/-- The two-electron Hamiltonian with nuclear charge `Z`, in atomic units, applied to `ψ`
at positions `x`, `y` off the coalescences `x = 0`, `y = 0`, `x = y`. -/
def hamiltonian (Z : ℝ) (ψ : E3 → E3 → ℝ) (x y : E3) : ℝ :=
  -(1 / 2) * lap (fun x' => ψ x' y) x - (1 / 2) * lap (fun y' => ψ x y') y
    + (-Z / ‖x‖ - Z / ‖y‖ + 1 / ‖x - y‖) * ψ x y

/-- The local energy `Hψ/ψ`, off the coalescences and where `ψ` is nonzero. -/
def localEnergy (Z : ℝ) (ψ : E3 → E3 → ℝ) (x y : E3) : ℝ :=
  hamiltonian Z ψ x y / ψ x y

/-- The Slater-Jastrow form `exp(-ζ r₁ - ζ r₂ + γ r₁₂)`. -/
def slaterJastrow (ζ γ : ℝ) (x y : E3) : ℝ :=
  Real.exp (-ζ * ‖x‖ - ζ * ‖y‖ + γ * ‖x - y‖)

/-- The angular term `⟨x/r₁ - y/r₂, (x - y)/r₁₂⟩`, for `x`, `y` and `x - y` nonzero. -/
def angular (x y : E3) : ℝ :=
  inner ℝ (‖x‖⁻¹ • x - ‖y‖⁻¹ • y) (‖x - y‖⁻¹ • (x - y))

/-- Along the line `a + s • e`, away from the origin, the distance to the origin changes with `s` at
the rate given by the inner product of the radial unit vector with `e`. -/
theorem hasDerivAt_distance (a e : E3) (t : ℝ) (h : a + t • e ≠ 0) :
    HasDerivAt (fun s : ℝ => ‖a + s • e‖) (inner ℝ (a + t • e) e / ‖a + t • e‖) t := by
  have h1 : HasDerivAt (fun s : ℝ => a + s • e) e t := by
    have h0 := ((hasDerivAt_id t).smul_const e).const_add a
    rw [one_smul] at h0
    exact h0
  have h2 := h1.norm_sq.sqrt (pow_ne_zero 2 (norm_ne_zero_iff.mpr h))
  simp only [Real.sqrt_sq_eq_abs, abs_norm] at h2
  exact h2.congr_deriv (mul_div_mul_left _ _ two_ne_zero)

/-- The derivative at `t = 0`, along the line `a + t • e` with `a` nonzero, of the inner product of
the radial unit vector with `e`. -/
theorem hasDerivAt_radial (a e : E3) (ha : a ≠ 0) :
    HasDerivAt (fun t : ℝ => inner ℝ (a + t • e) e / ‖a + t • e‖)
      ((‖e‖ ^ 2 - (inner ℝ a e / ‖a‖) ^ 2) / ‖a‖) 0 := by
  have hn : ‖a‖ ≠ 0 := norm_ne_zero_iff.mpr ha
  have h1 : HasDerivAt (fun t : ℝ => inner ℝ (a + t • e) e) (‖e‖ ^ 2) 0 := by
    have hf : (fun t : ℝ => inner ℝ (a + t • e) e)
        = fun t : ℝ => inner ℝ a e + t * ‖e‖ ^ 2 := by
      funext t
      rw [inner_add_left, real_inner_smul_left, real_inner_self_eq_norm_sq]
    rw [hf]
    exact (((hasDerivAt_id (0 : ℝ)).mul_const (‖e‖ ^ 2)).const_add
      (inner ℝ a e)).congr_deriv (one_mul _)
  have h2 := hasDerivAt_distance a e 0 (by simpa using ha)
  refine (h1.fun_div h2 (by simpa using ha)).congr_deriv ?_
  simp only [zero_smul, add_zero]
  field_simp

/-- The second derivative along a line of an exponential of two distances. -/
theorem second_deriv_exp (α β c : ℝ) {a b : E3} (ha : a ≠ 0) (hb : b ≠ 0) (e : E3) :
    deriv (deriv (fun t : ℝ => Real.exp (α * ‖a + t • e‖ + β * ‖b + t • e‖ + c))) 0
      = Real.exp (α * ‖a‖ + β * ‖b‖ + c) *
        ((α * (inner ℝ a e / ‖a‖) + β * (inner ℝ b e / ‖b‖)) ^ 2
          + α * ((‖e‖ ^ 2 - (inner ℝ a e / ‖a‖) ^ 2) / ‖a‖)
          + β * ((‖e‖ ^ 2 - (inner ℝ b e / ‖b‖) ^ 2) / ‖b‖)) := by
  have hline : ∀ v : E3, v ≠ 0 → ∀ᶠ t in 𝓝 (0 : ℝ), v + t • e ≠ 0 := fun v hv => by
    have hc : ContinuousAt (fun t : ℝ => v + t • e) 0 := by fun_prop
    exact hc.eventually_ne (by simpa using hv)
  -- the first derivative, on a neighbourhood free of coalescences
  have hd : deriv (fun t : ℝ => Real.exp (α * ‖a + t • e‖ + β * ‖b + t • e‖ + c))
      =ᶠ[𝓝 0] fun t : ℝ => Real.exp (α * ‖a + t • e‖ + β * ‖b + t • e‖ + c) *
        (α * (inner ℝ (a + t • e) e / ‖a + t • e‖)
          + β * (inner ℝ (b + t • e) e / ‖b + t • e‖)) := by
    filter_upwards [hline a ha, hline b hb] with t h1 h2
    exact ((((hasDerivAt_distance a e t h1).const_mul α).fun_add
      ((hasDerivAt_distance b e t h2).const_mul β)).add_const c).exp.deriv
  rw [hd.deriv_eq]
  have hE := ((((hasDerivAt_distance a e 0 (by simpa using ha)).const_mul α).fun_add
    ((hasDerivAt_distance b e 0 (by simpa using hb)).const_mul β)).add_const c).exp
  have hS := ((hasDerivAt_radial a e ha).const_mul α).fun_add
    ((hasDerivAt_radial b e hb).const_mul β)
  refine (hE.fun_mul hS).deriv.trans ?_
  simp only [zero_smul, add_zero]
  ring

/-- The Laplacian of an exponential of the distances to two centres `p` and `q`. -/
theorem lap_two_center (α β c : ℝ) {p q x : E3} (hp : x ≠ p) (hq : x ≠ q) :
    lap (fun y => Real.exp (α * ‖y - p‖ + β * ‖y - q‖ + c)) x
      = Real.exp (α * ‖x - p‖ + β * ‖x - q‖ + c) *
        (α ^ 2 + β ^ 2 + 2 * α / ‖x - p‖ + 2 * β / ‖x - q‖
          + 2 * α * β * (inner ℝ (x - p) (x - q) / (‖x - p‖ * ‖x - q‖))) := by
  have he : ∀ i : Fin 3, ‖(EuclideanSpace.single i (1 : ℝ) : E3)‖ = 1 := fun i => by simp
  have hi : ∀ (v : E3) (i : Fin 3), inner ℝ v (EuclideanSpace.single i (1 : ℝ)) = v i :=
    fun v i => by simp [EuclideanSpace.inner_single_right]
  -- radial unit vectors have length one
  have hu : ∀ v : E3, v ≠ 0 → (v 0 / ‖v‖) ^ 2 + (v 1 / ‖v‖) ^ 2 + (v 2 / ‖v‖) ^ 2 = 1 := by
    intro v hv
    have h : ‖v‖ ^ 2 = v 0 ^ 2 + v 1 ^ 2 + v 2 ^ 2 := by
      rw [EuclideanSpace.norm_sq_eq, Fin.sum_univ_three]
      simp only [Real.norm_eq_abs, sq_abs]
    rw [div_pow, div_pow, div_pow, ← add_div, ← add_div, ← h,
      div_self (pow_ne_zero 2 (norm_ne_zero_iff.mpr hv))]
  have hw : ∀ v w : E3, inner ℝ v w = v 0 * w 0 + v 1 * w 1 + v 2 * w 2 := by
    intro v w
    rw [PiLp.inner_apply, Fin.sum_univ_three]
    simp only [RCLike.inner_apply, conj_trivial]
    ring
  have ha := sub_ne_zero.mpr hp
  have hb := sub_ne_zero.mpr hq
  simp only [lap, add_sub_right_comm]
  simp only [second_deriv_exp α β c ha hb, he, hi, Fin.sum_univ_three]
  rw [hw (x - p) (x - q)]
  linear_combination Real.exp (α * ‖x - p‖ + β * ‖x - q‖ + c) *
    ((α ^ 2 - α / ‖x - p‖) * hu _ ha + (β ^ 2 - β / ‖x - q‖) * hu _ hb)

/-- The local energy of `exp(-ζ r₁ - ζ r₂ + γ r₁₂)` for any exponent `ζ` and slope `γ`. -/
theorem localEnergy_slaterJastrow (Z ζ γ : ℝ) {x y : E3} (hx : x ≠ 0) (hy : y ≠ 0)
    (hxy : x ≠ y) :
    localEnergy Z (slaterJastrow ζ γ) x y = -ζ ^ 2 - γ ^ 2
      + (ζ - Z) * (1 / ‖x‖ + 1 / ‖y‖) + (1 - 2 * γ) / ‖x - y‖ + ζ * γ * angular x y := by
  have h1 : lap (fun x' => slaterJastrow ζ γ x' y) x = slaterJastrow ζ γ x y *
      (ζ ^ 2 + γ ^ 2 - 2 * ζ / ‖x‖ + 2 * γ / ‖x - y‖
        - 2 * ζ * γ * (inner ℝ x (x - y) / (‖x‖ * ‖x - y‖))) := by
    have hf : ∀ x', slaterJastrow ζ γ x' y
        = Real.exp (-ζ * ‖x' - 0‖ + γ * ‖x' - y‖ + -ζ * ‖y‖) := fun x' => by
      rw [slaterJastrow, sub_zero]
      congr 1
      ring
    simp only [hf]
    rw [lap_two_center _ _ _ hx hxy]
    simp only [sub_zero]
    ring
  have h2 : lap (fun y' => slaterJastrow ζ γ x y') y = slaterJastrow ζ γ x y *
      (ζ ^ 2 + γ ^ 2 - 2 * ζ / ‖y‖ + 2 * γ / ‖x - y‖
        - 2 * ζ * γ * (inner ℝ y (y - x) / (‖y‖ * ‖x - y‖))) := by
    have hf : ∀ y', slaterJastrow ζ γ x y'
        = Real.exp (-ζ * ‖y' - 0‖ + γ * ‖y' - x‖ + -ζ * ‖x‖) := fun y' => by
      rw [slaterJastrow, norm_sub_rev x y', sub_zero]
      congr 1
      ring
    simp only [hf]
    rw [lap_two_center _ _ _ hy hxy.symm]
    simp only [sub_zero, norm_sub_rev y x]
    ring
  have h3 : angular x y = inner ℝ x (x - y) / (‖x‖ * ‖x - y‖)
      + inner ℝ y (y - x) / (‖y‖ * ‖x - y‖) := by
    rw [angular, ← neg_sub x y, inner_neg_right, inner_sub_left]
    simp only [real_inner_smul_left, real_inner_smul_right]
    ring
  have hψ : slaterJastrow ζ γ x y ≠ 0 := (Real.exp_pos _).ne'
  rw [localEnergy, hamiltonian, h1, h2, h3, div_eq_iff hψ]
  ring

/-- The angular term written with the three distances and the inner product of the
electron positions. -/
theorem angular_eq {x y : E3} (hx : x ≠ 0) (hy : y ≠ 0) (hxy : x ≠ y) :
    angular x y = (‖x‖ + ‖y‖) * (‖x‖ * ‖y‖ - inner ℝ x y) / (‖x‖ * ‖y‖ * ‖x - y‖) := by
  have h1 := norm_ne_zero_iff.mpr hx
  have h2 := norm_ne_zero_iff.mpr hy
  have h3 := norm_ne_zero_iff.mpr (sub_ne_zero.mpr hxy)
  simp only [angular, real_inner_smul_right, inner_sub_left, real_inner_smul_left]
  rw [inner_sub_right, inner_sub_right, real_inner_self_eq_norm_sq,
    real_inner_self_eq_norm_sq, real_inner_comm x y]
  field_simp
  ring

/-- With exponent `Z` and slope `1/2` the local energy is `-Z² - 1/4` plus `Z/2` times the
angular term, and it lies between `-Z² - 1/4` and `-Z² - 1/4 + Z`. -/
theorem localEnergy_cusp {Z : ℝ} (hZ : 0 < Z) {x y : E3} (hx : x ≠ 0) (hy : y ≠ 0)
    (hxy : x ≠ y) :
    localEnergy Z (slaterJastrow Z (1 / 2)) x y = -Z ^ 2 - 1 / 4 + Z / 2 * angular x y ∧
    -Z ^ 2 - 1 / 4 ≤ localEnergy Z (slaterJastrow Z (1 / 2)) x y ∧
    localEnergy Z (slaterJastrow Z (1 / 2)) x y ≤ -Z ^ 2 - 1 / 4 + Z := by
  have hE : localEnergy Z (slaterJastrow Z (1 / 2)) x y
      = -Z ^ 2 - 1 / 4 + Z / 2 * angular x y := by
    rw [localEnergy_slaterJastrow Z Z (1 / 2) hx hy hxy]
    ring
  have h0 : 0 ≤ angular x y := by
    rw [angular_eq hx hy hxy]
    have h := sub_nonneg.mpr (real_inner_le_norm x y)
    exact div_nonneg (mul_nonneg (by positivity) h) (by positivity)
  have hn : ∀ v : E3, v ≠ 0 → ‖‖v‖⁻¹ • v‖ = 1 := fun v hv => by
    rw [norm_smul, norm_inv, norm_norm, inv_mul_cancel₀ (norm_ne_zero_iff.mpr hv)]
  -- Cauchy-Schwarz and the triangle inequality for unit vectors
  have h2 : angular x y ≤ 2 := by
    have hc := real_inner_le_norm (‖x‖⁻¹ • x - ‖y‖⁻¹ • y) (‖x - y‖⁻¹ • (x - y))
    have ht := norm_sub_le (‖x‖⁻¹ • x) (‖y‖⁻¹ • y)
    rw [hn _ (sub_ne_zero.mpr hxy), mul_one] at hc
    rw [hn x hx, hn y hy] at ht
    unfold angular
    linarith
  refine ⟨hE, ?_, ?_⟩
  · rw [hE]
    nlinarith [mul_nonneg hZ.le h0]
  · rw [hE]
    nlinarith [mul_nonneg hZ.le (sub_nonneg.mpr h2)]

/-- The lower bound is attained exactly when both electrons lie in the same direction from
the nucleus. -/
theorem localEnergy_eq_lower_iff {Z : ℝ} (hZ : 0 < Z) {x y : E3} (hx : x ≠ 0) (hy : y ≠ 0)
    (hxy : x ≠ y) :
    localEnergy Z (slaterJastrow Z (1 / 2)) x y = -Z ^ 2 - 1 / 4
      ↔ inner ℝ x y = ‖x‖ * ‖y‖ := by
  have hA := norm_pos_iff.mpr hx
  have hB := norm_pos_iff.mpr hy
  have hR := norm_pos_iff.mpr (sub_ne_zero.mpr hxy)
  rw [(localEnergy_cusp hZ hx hy hxy).1]
  constructor
  · intro h
    have h0 : Z * angular x y = 0 := by linear_combination 2 * h
    have h1 := (mul_eq_zero.mp h0).resolve_left hZ.ne'
    rw [angular_eq hx hy hxy] at h1
    have h2 := (div_eq_zero_iff.mp h1).resolve_right (mul_pos (mul_pos hA hB) hR).ne'
    have h3 := (mul_eq_zero.mp h2).resolve_left (add_pos hA hB).ne'
    linarith
  · intro h
    rw [angular_eq hx hy hxy, h]
    ring

/-- The upper bound is attained exactly when the electrons lie in opposite directions from
the nucleus. -/
theorem localEnergy_eq_upper_iff {Z : ℝ} (hZ : 0 < Z) {x y : E3} (hx : x ≠ 0) (hy : y ≠ 0)
    (hxy : x ≠ y) :
    localEnergy Z (slaterJastrow Z (1 / 2)) x y = -Z ^ 2 - 1 / 4 + Z
      ↔ inner ℝ x y = -(‖x‖ * ‖y‖) := by
  -- the equality case as a statement on the three distances
  have key : ∀ A B R s : ℝ, 0 < A → 0 < B → 0 < R → R ^ 2 = A ^ 2 - 2 * s + B ^ 2 →
      ((A + B) * (A * B - s) / (A * B * R) = 2 ↔ s = -(A * B)) := by
    intro A B R s hA hB hR hs
    rw [div_eq_iff (by positivity)]
    constructor
    · intro h
      have hpos : 0 < (A + B) ^ 2 * (A * B - s) + 2 * A * B * (A - B) ^ 2 := by
        have h1 : (A + B) ^ 2 * (A * B - s) = (A + B) * (2 * (A * B * R)) := by
          linear_combination (A + B) * h
        rw [h1]
        positivity
      have hz : (A * B + s) * ((A + B) ^ 2 * (A * B - s) + 2 * A * B * (A - B) ^ 2) = 0 := by
        linear_combination (-(4 * A ^ 2 * B ^ 2)) * hs
          - ((A + B) * (A * B - s) + 2 * (A * B * R)) * h
      have h2 := (mul_eq_zero.mp hz).resolve_right hpos.ne'
      linarith
    · intro h
      have h1 : (R - (A + B)) * (R + (A + B)) = 0 := by linear_combination hs - 2 * h
      have h2 := (mul_eq_zero.mp h1).resolve_right (by positivity)
      have h3 : R = A + B := by linarith
      rw [h, h3]
      ring
  have hk := key ‖x‖ ‖y‖ ‖x - y‖ (inner ℝ x y) (norm_pos_iff.mpr hx) (norm_pos_iff.mpr hy)
    (norm_pos_iff.mpr (sub_ne_zero.mpr hxy)) (norm_sub_sq_real x y)
  rw [← angular_eq hx hy hxy] at hk
  rw [(localEnergy_cusp hZ hx hy hxy).1, ← hk]
  constructor
  · intro h
    have h0 : Z * (angular x y - 2) = 0 := by linear_combination 2 * h
    have h1 := (mul_eq_zero.mp h0).resolve_left hZ.ne'
    linarith
  · intro h
    rw [h]
    ring

end

end HeliumLocalEnergy
```

```lean
#print axioms HeliumLocalEnergy.localEnergy_cusp
-- 'HeliumLocalEnergy.localEnergy_cusp' depends on axioms: [propext, Classical.choice, Quot.sound]
#print axioms HeliumLocalEnergy.localEnergy_eq_lower_iff
-- 'HeliumLocalEnergy.localEnergy_eq_lower_iff' depends on axioms: [propext, Classical.choice, Quot.sound]
#print axioms HeliumLocalEnergy.localEnergy_eq_upper_iff
-- 'HeliumLocalEnergy.localEnergy_eq_upper_iff' depends on axioms: [propext, Classical.choice, Quot.sound]
```

## Two electrons at fixed positions

The electrons sit at \(x,y\in\mathbb R^3\), with the nucleus at the origin, so \(r_1=\|x\|\), \(r_2=\|y\|\) and \(r_{12}=\|x-y\|\). In atomic units, `hamiltonian` is

\[
H=-\tfrac12\Delta_x-\tfrac12\Delta_y-\frac Z{r_1}-\frac Z{r_2}+\frac1{r_{12}},
\]

where `lap` sums second derivatives along the three coordinate axes. `localEnergy` is \(H\psi/\psi\), and `slaterJastrow ζ γ` is \(e^{-\zeta r_1-\zeta r_2+\gamma r_{12}}\), with orbital exponent \(\zeta\) and Jastrow slope \(\gamma\). The hypotheses `hx`, `hy` and `hxy` exclude the three coalescences.

Write \(\Theta\) for `angular x y`:

\[
\Theta=\left\langle \frac{x}{r_1}-\frac{y}{r_2},\frac{x-y}{r_{12}}\right\rangle .
\]

The theorem `localEnergy_cusp` states that, for \(\zeta=Z>0\) and \(\gamma=1/2\), off the coalescences,

\[
\frac{H\psi}{\psi}=-Z^2-\tfrac14+\tfrac Z2\,\Theta,
\qquad
-Z^2-\tfrac14\le\frac{H\psi}{\psi}\le -Z^2-\tfrac14+Z .
\]

The two `iff` theorems identify the extremes. The lower value occurs exactly when \(\langle x,y\rangle=r_1r_2\), with the electrons in the same direction from the nucleus; the upper occurs exactly when \(\langle x,y\rangle=-r_1r_2\), with them in opposite directions.

The model has a fixed point nucleus, no relativistic terms and no explicit spin; \(\psi\) is symmetric under exchange, as for a spin singlet. The statements are pointwise and give no expectation value. They need no normalisability, which in fact fails for \(Z\le1/2\).

## How the Coulomb divergences cancel

Take a line \(a+te\) with \(a\ne0\) and \(\|e\|=1\). Differentiating the square root of the squared distance gives, wherever \(a+te\ne0\) in the first formula,

\[
\frac{d}{dt}\|a+te\|=\frac{\langle a+te,e\rangle}{\|a+te\|},
\qquad
\left.\frac{d^2}{dt^2}\|a+te\|\right|_{t=0}=\frac{1-\langle a,e\rangle^2/\|a\|^2}{\|a\|}.
\]

These are `hasDerivAt_distance` and `hasDerivAt_radial`, the latter by the quotient rule and for any \(e\), with \(\|e\|^2\) in place of 1.

Now let \(F(t)=\exp(\alpha\|a+te\|+\beta\|b+te\|+c)\), with real constants \(\alpha,\beta,c\) and \(b\ne0\), and set \(u=a/\|a\|\), \(v=b/\|b\|\). The chain and product rules give

\[
\frac{F''(0)}{F(0)}=(\alpha\langle u,e\rangle+\beta\langle v,e\rangle)^2
+\alpha\frac{1-\langle u,e\rangle^2}{\|a\|}+\beta\frac{1-\langle v,e\rangle^2}{\|b\|}.
\]

This is `second_deriv_exp`. Its proof first establishes the formula for \(F'\) on a neighbourhood of \(t=0\), where \(a+te\) and \(b+te\) are both nonzero, and then differentiates again.

Summing over the axes uses \(\sum_i u_i^2=\sum_i v_i^2=1\), which is `hu` in `lap_two_center`. The Laplacian divided by the function is therefore

\[
\alpha^2+\beta^2+\frac{2\alpha}{\|a\|}+\frac{2\beta}{\|b\|}+2\alpha\beta\langle u,v\rangle .
\]

For the first electron, \(a=x\), \(b=x-y\), \(\alpha=-\zeta\) and \(\beta=\gamma\); for the second, \(a=y\) and \(b=y-x\). Thus

\[
\begin{aligned}
\frac{\Delta_x\psi}{\psi}&=\zeta^2+\gamma^2-\frac{2\zeta}{r_1}+\frac{2\gamma}{r_{12}}-2\zeta\gamma\frac{\langle x,x-y\rangle}{r_1r_{12}},\\
\frac{\Delta_y\psi}{\psi}&=\zeta^2+\gamma^2-\frac{2\zeta}{r_2}+\frac{2\gamma}{r_{12}}-2\zeta\gamma\frac{\langle y,y-x\rangle}{r_2r_{12}}.
\end{aligned}
\]

These are `h1` and `h2` in `localEnergy_slaterJastrow`, and `h3` says that the two inner-product fractions add up to \(\Theta\). Multiplying by \(-\tfrac12\) and adding the potential yields

\[
\frac{H\psi}{\psi}=-\zeta^2-\gamma^2+(\zeta-Z)\left(\frac1{r_1}+\frac1{r_2}\right)+\frac{1-2\gamma}{r_{12}}+\zeta\gamma\,\Theta .
\]

The choice \(\zeta=Z\) makes the kinetic divergence cancel the nuclear attraction, and \(\gamma=1/2\) makes it cancel the electron repulsion. These are the cusp conditions for this form.

## The range of the angular term

With \(s=\langle x,y\rangle\), expanding the inner product gives `angular_eq`:

\[
\Theta=\frac{r_1+r_2-s/r_1-s/r_2}{r_{12}}
=\frac{(r_1+r_2)(r_1r_2-s)}{r_1r_2r_{12}} .
\]

Cauchy–Schwarz gives \(s\le r_1r_2\), hence \(\Theta\ge0\). Applied to the original definition, with the triangle inequality for unit vectors, it gives \(\Theta\le\|x/r_1-y/r_2\|\le2\). Multiplication by \(Z/2>0\) turns these into the energy bounds.

In the closed form every factor except \(r_1r_2-s\) is positive, so \(\Theta=0\) exactly when \(s=r_1r_2\). This settles the lower equality case.

For the upper case, \(\Theta=2\) means \((r_1+r_2)(r_1r_2-s)=2r_1r_2r_{12}\). Squaring and using \(r_{12}^2=r_1^2+r_2^2-2s\) leads to

\[
(r_1r_2+s)\left[(r_1+r_2)^2(r_1r_2-s)+2r_1r_2(r_1-r_2)^2\right]=0 .
\]

The equation before squaring makes \(r_1r_2-s\) positive, so the bracket is positive and \(s=-r_1r_2\). Conversely, \(s=-r_1r_2\) gives \(r_{12}=r_1+r_2\), and the closed form equals 2. The auxiliary statement `key` carries out this argument for four real numbers, with `linear_combination` checking the polynomial identities.

## Local energies in a Monte Carlo code

A variational Monte Carlo program averages \(H\psi/\psi\) over configurations sampled from \(|\psi|^2\). For this two-electron function with fixed parameters, the formula provides a test of the kinetic-energy routine: at \(Z=2\), every sampled value must lie between \(-4.25\) and \(-2.25\) hartree, up to rounding. Near a coalescence, a routine that computes kinetic and potential energies separately adds large numbers of opposite sign and loses digits; the formula with \(\Theta\) has already removed those divergent terms.
